# For diagonal occupations and orbital-averaged U ≥ J, the around-mean-field correction never raises the energy

## Is the correction always minus a sum of squares?

Take a shell with $d \ge 1$ orbitals per spin and real occupations $n_{si}$, where $s = 0, 1$ stands for spin up and down and $i$ labels the orbital. Write $N_s = \sum_i n_{si}$ for the number of electrons of spin $s$. Each pair of opposite spins costs $U$, and each pair of equal spins in distinct orbitals costs $U - J$:

$$E_{\text{int}} = U N_0 N_1 + \frac{U-J}{2} \sum_s \sum_{i \ne j} n_{si} n_{sj}.$$

The around-mean-field (AMF) double-counting term is

$$E_{\text{dc}} = U N_0 N_1 + \frac{U-J}{2}\Bigl(1 - \frac1d\Bigr) \sum_s N_s^2 .$$

I believe the difference is

$$E_{\text{int}} - E_{\text{dc}} = -\frac{U-J}{2} \sum_s \sum_i \Bigl(n_{si} - \frac{N_s}{d}\Bigr)^2,$$

so that it is never positive when $U \ge J$. I would like to see every step of the algebra, and a proof in Lean 4 with Mathlib that a machine has checked. I would also like to know where $E_{\text{dc}}$ comes from, since the factor $1 - 1/d$ looks arbitrary as it stands.

## Yes: it measures how unevenly each spin channel is filled

The identity holds for all real $U$, $J$ and $n_{si}$, and the sign follows from $J \le U$. The factor $1 - 1/d$ comes from spreading the electrons of each spin evenly over the orbitals.

Here $U$ stands for the orbital-averaged Coulomb repulsion in the shell, and $J$ for the averaged exchange that lowers the repulsion between equal spins. The condition $J \le U$ says that exchange may weaken this repulsion but not turn it into an attraction.

### Counting pairs and completing the square

In the equal-spin energy, fix $s$ and $i$. The sum over $j \ne i$ is the full sum without its diagonal term, so

$$\sum_i \sum_{j \ne i} n_{si} n_{sj} = \sum_i n_{si}(N_s - n_{si}) = N_s^2 - \sum_i n_{si}^2 .$$

The opposite-spin energy runs over all pairs $(i,j)$, including $i = j$, and factorises: $\sum_i \sum_j n_{0i} n_{1j} = N_0 N_1$. It therefore cancels against the first term of $E_{\text{dc}}$. What remains is

$$E_{\text{int}} - E_{\text{dc}} = \frac{U-J}{2} \sum_s \Bigl[ N_s^2 - \sum_i n_{si}^2 - N_s^2 + \frac{N_s^2}{d} \Bigr] = -\frac{U-J}{2} \sum_s \Bigl[ \sum_i n_{si}^2 - \frac{N_s^2}{d} \Bigr].$$

The last bracket is the summed squared deviation from the mean, as expanding the square shows:

$$\sum_i \Bigl(n_{si} - \frac{N_s}{d}\Bigr)^2 = \sum_i n_{si}^2 - \frac{2N_s}{d} N_s + d\,\frac{N_s^2}{d^2} = \sum_i n_{si}^2 - \frac{N_s^2}{d}.$$

This proves the identity. For $J \le U$ the prefactor $-(U-J)/2$ is at most zero and the sum of squares is at least zero, so the correction is at most zero. For $J < U$ it vanishes exactly when every square does, that is, when $n_{si} = N_s/d$ for all $s$ and $i$. With a single orbital per spin this is always so, and the correction is zero for every occupation.

### The origin of the factor 1 − 1/d

Put $n_{si} = N_s/d$ into $E_{\text{int}}$. The opposite-spin part gives $U N_0 N_1$. In each spin channel there are $d(d-1)$ ordered pairs of distinct orbitals, each contributing $N_s^2/d^2$, which adds up to $(1 - 1/d) N_s^2$. The result is $E_{\text{dc}}$. AMF double counting is thus the interaction energy of evenly spread electrons with the same spin populations.

The mean is taken separately for each spin. A shell with all up orbitals filled and all down orbitals empty is uniform in both channels, so its correction is zero in spite of its large moment.

### Fractional occupations at fixed populations

Adding and subtracting $N_s = \sum_i n_{si}$ gives

$$\frac{N_s^2}{d} - \sum_i n_{si}^2 = -N_s\Bigl(1 - \frac{N_s}{d}\Bigr) + \sum_i n_{si}(1 - n_{si}),$$

and therefore

$$E_{\text{int}} - E_{\text{dc}} = -\frac{U-J}{2} \sum_s N_s\Bigl(1 - \frac{N_s}{d}\Bigr) + \frac{U-J}{2} \sum_s \sum_i n_{si}(1 - n_{si}).$$

The first term depends on the populations alone. For $J \le U$ and occupations between 0 and 1, the second is a nonnegative penalty on fractional occupation. Dropping it leaves a lower bound, which is attained when every spin-orbital is empty or filled.

In DFT+U calculations with the AMF scheme, this shows how the correction favours orbital polarisation within each spin channel, for a model with diagonal occupations and a single averaged $U$ and $J$.

### Two orbitals with numbers

Take $d = 2$, $U = 5$ and $J = 1$ in units of eV, so that $(U-J)/2 = 2$. Let the up occupations be $(1, \tfrac12)$ and the down occupations $(\tfrac12, 0)$. Then $N_0 = \tfrac32$ and $N_1 = \tfrac12$.

- The interaction energy is $5 \cdot \tfrac34 + 2 \cdot (2 \cdot 1 \cdot \tfrac12 + 0) = 3.75 + 2 = 5.75$ eV.
- The double counting is $3.75 + 2 \cdot \tfrac12 \cdot (\tfrac94 + \tfrac14) = 3.75 + 2.5 = 6.25$ eV.
- The correction is their difference, $-0.5$ eV.

The sum of squares agrees. All four occupations lie $\tfrac14$ away from their spin mean, which gives $-2 \cdot 4 \cdot \tfrac1{16} = -0.5$ eV. In the other form, the population term is $-2\,(\tfrac38 + \tfrac38) = -1.5$ eV and the penalty is $2\,(\tfrac14 + \tfrac14) = 1$ eV. The lower bound of $-1.5$ eV is not reached, because two occupations are fractional.

### The Lean file

```lean
import Mathlib

open Finset

namespace AroundMeanField

noncomputable section

variable {d : ℕ}

/-- The number of electrons of spin `s`, summed over the `d` orbitals. -/
def electrons (n : Fin 2 → Fin d → ℝ) (s : Fin 2) : ℝ := ∑ i, n s i

/-- The interaction energy of orbital occupations `n`: each pair of opposite spins
costs `U`, each pair of equal spins in distinct orbitals costs `U - J`. -/
def interaction (U J : ℝ) (n : Fin 2 → Fin d → ℝ) : ℝ :=
  U * ∑ i, ∑ j, n 0 i * n 1 j
    + (U - J) / 2 * ∑ s, ∑ i, ∑ j ∈ univ.erase i, n s i * n s j

/-- The around-mean-field double-counting energy of the spin populations `N`,
for `d ≥ 1` orbitals per spin. -/
def doubleCounting (U J : ℝ) (d : ℕ) (N : Fin 2 → ℝ) : ℝ :=
  U * N 0 * N 1 + (U - J) / 2 * (1 - 1 / (d : ℝ)) * ∑ s, N s ^ 2

/-- The AMF energy correction, for `d ≥ 1` orbitals per spin: interaction energy minus
double counting. -/
def correction (U J : ℝ) (n : Fin 2 → Fin d → ℝ) : ℝ :=
  interaction U J n - doubleCounting U J d (electrons n)

/-- The sum over ordered pairs of distinct orbitals is the square of the total
occupation minus the sum of the squared occupations. -/
theorem sum_distinct_pairs (n : Fin d → ℝ) :
    ∑ i, ∑ j ∈ univ.erase i, n i * n j = (∑ i, n i) ^ 2 - ∑ i, n i ^ 2 := by
  have h : ∀ i, ∑ j ∈ univ.erase i, n i * n j = n i * (∑ j, n j) - n i ^ 2 := by
    intro i
    -- restore the missing diagonal term
    have h1 : n i * n i + ∑ j ∈ univ.erase i, n i * n j = ∑ j, n i * n j :=
      Finset.add_sum_erase univ (fun j => n i * n j) (mem_univ i)
    rw [Finset.mul_sum]
    linear_combination h1
  rw [Finset.sum_congr rfl (fun i _ => h i), Finset.sum_sub_distrib, ← Finset.sum_mul]
  ring

/-- For `d ≥ 1` orbitals, the summed squared deviation from the mean occupation is the
sum of squared occupations minus the squared total divided by `d`. -/
theorem sum_sq_deviation (hd : 1 ≤ d) (n : Fin d → ℝ) :
    ∑ i, (n i - (∑ j, n j) / d) ^ 2 = ∑ i, n i ^ 2 - (∑ i, n i) ^ 2 / d := by
  have hd0 : (d : ℝ) ≠ 0 := by
    exact_mod_cast (by omega : d ≠ 0)
  -- expand the square around an arbitrary reference value
  have key : ∀ m : ℝ, ∑ i, (n i - m) ^ 2
      = ∑ i, n i ^ 2 - 2 * m * ∑ i, n i + d * m ^ 2 := by
    intro m
    have hc : (d : ℝ) * m ^ 2 = ∑ _i : Fin d, m ^ 2 := by simp
    rw [hc, Finset.mul_sum, ← Finset.sum_sub_distrib, ← Finset.sum_add_distrib]
    exact Finset.sum_congr rfl (fun i _ => by ring)
  rw [key]
  generalize (∑ i, n i) = N
  have h : (d : ℝ) * (N / d) = N := by field_simp
  linear_combination (N / d) * h

/-- For `d ≥ 1` orbitals per spin, the AMF correction is `-(U - J)/2` times the summed
squared deviations of the occupations from their mean in each spin channel. -/
theorem correction_eq (hd : 1 ≤ d) (U J : ℝ) (n : Fin 2 → Fin d → ℝ) :
    correction U J n
      = -((U - J) / 2) * ∑ s, ∑ i, (n s i - electrons n s / d) ^ 2 := by
  -- the opposite-spin energy depends on the populations only
  have hx : ∑ i, ∑ j, n 0 i * n 1 j = (∑ i, n 0 i) * ∑ j, n 1 j :=
    (Finset.sum_mul_sum _ _ _ _).symm
  have h0 := sum_sq_deviation hd (n 0)
  have h1 := sum_sq_deviation hd (n 1)
  simp only [correction, interaction, doubleCounting, electrons, Fin.sum_univ_two, hx,
    sum_distinct_pairs (n 0), sum_distinct_pairs (n 1), h0, h1]
  ring

/-- For `d ≥ 1` orbitals per spin and `J ≤ U`, the AMF correction never raises the
energy. -/
theorem correction_nonpos (hd : 1 ≤ d) {U J : ℝ} (hUJ : J ≤ U)
    (n : Fin 2 → Fin d → ℝ) : correction U J n ≤ 0 := by
  rw [correction_eq hd]
  have hS : 0 ≤ ∑ s, ∑ i, (n s i - electrons n s / d) ^ 2 :=
    Finset.sum_nonneg fun s _ => Finset.sum_nonneg fun i _ => sq_nonneg _
  exact mul_nonpos_of_nonpos_of_nonneg (by linarith) hS

/-- For `d ≥ 1`, the AMF double-counting energy is the interaction energy of electrons
spread evenly over the `d` orbitals of each spin. -/
theorem interaction_uniform (hd : 1 ≤ d) (U J : ℝ) (N : Fin 2 → ℝ) :
    interaction U J (fun s (_ : Fin d) => N s / d) = doubleCounting U J d N := by
  have hd0 : (d : ℝ) ≠ 0 := by
    exact_mod_cast (by omega : d ≠ 0)
  have he : electrons (fun s (_ : Fin d) => N s / d) = N := by
    funext s
    simp only [electrons, Finset.sum_const, Finset.card_univ, Fintype.card_fin,
      nsmul_eq_mul]
    field_simp
  -- uniform occupations have no deviation from their mean
  have h := correction_eq hd U J (fun s (_ : Fin d) => N s / d)
  simp only [correction, he, sub_self, ne_eq, OfNat.ofNat_ne_zero, not_false_eq_true,
    zero_pow, Finset.sum_const_zero, mul_zero] at h
  linarith

/-- For `d ≥ 1` orbitals per spin and `J < U`, the AMF correction vanishes exactly when
every orbital carries the mean occupation of its spin channel. -/
theorem correction_eq_zero_iff (hd : 1 ≤ d) {U J : ℝ} (hUJ : J < U)
    (n : Fin 2 → Fin d → ℝ) :
    correction U J n = 0 ↔ ∀ s i, n s i = electrons n s / d := by
  rw [correction_eq hd]
  constructor
  · intro h s i
    have hS := (mul_eq_zero.mp h).resolve_left (by intro h0; linarith)
    -- a vanishing sum of squares vanishes term by term
    have h1 : ∑ i, (n s i - electrons n s / d) ^ 2 = 0 :=
      (Finset.sum_eq_zero_iff_of_nonneg
        (fun s _ => Finset.sum_nonneg fun i _ => sq_nonneg _)).mp hS s (mem_univ s)
    have h2 : (n s i - electrons n s / d) ^ 2 = 0 :=
      (Finset.sum_eq_zero_iff_of_nonneg (fun i _ => sq_nonneg _)).mp h1 i (mem_univ i)
    exact sub_eq_zero.mp (pow_eq_zero_iff two_ne_zero |>.mp h2)
  · intro h
    have hS : ∑ s, ∑ i, (n s i - electrons n s / d) ^ 2 = 0 :=
      Finset.sum_eq_zero fun s _ => Finset.sum_eq_zero fun i _ => by
        rw [sub_eq_zero.mpr (h s i)]
        norm_num
    rw [hS, mul_zero]

/-- For `d ≥ 1` orbitals per spin, the AMF correction is a function of the spin
populations plus `(U - J)/2` times the sum of `n (1 - n)` over all spin-orbitals. -/
theorem correction_eq_population_add_fractional (hd : 1 ≤ d) (U J : ℝ)
    (n : Fin 2 → Fin d → ℝ) :
    correction U J n
      = -((U - J) / 2) * ∑ s, electrons n s * (1 - electrons n s / d)
        + (U - J) / 2 * ∑ s, ∑ i, n s i * (1 - n s i) := by
  have hq : ∀ s, ∑ i, n s i * (1 - n s i) = ∑ i, n s i - ∑ i, n s i ^ 2 := by
    intro s
    rw [← Finset.sum_sub_distrib]
    exact Finset.sum_congr rfl (fun i _ => by ring)
  have h0 := sum_sq_deviation hd (n 0)
  have h1 := sum_sq_deviation hd (n 1)
  rw [correction_eq hd]
  simp only [electrons, Fin.sum_univ_two, hq, h0, h1]
  ring

/-- For `d ≥ 1`, `J ≤ U` and occupations between 0 and 1, the spin populations alone
bound the AMF correction from below. -/
theorem correction_lower_bound (hd : 1 ≤ d) {U J : ℝ} (hUJ : J ≤ U)
    (n : Fin 2 → Fin d → ℝ) (hn : ∀ s i, 0 ≤ n s i ∧ n s i ≤ 1) :
    -((U - J) / 2) * ∑ s, electrons n s * (1 - electrons n s / d)
      ≤ correction U J n := by
  rw [correction_eq_population_add_fractional hd]
  have hS : 0 ≤ ∑ s, ∑ i, n s i * (1 - n s i) :=
    Finset.sum_nonneg fun s _ => Finset.sum_nonneg fun i _ =>
      mul_nonneg (hn s i).1 (sub_nonneg.mpr (hn s i).2)
  have hP := mul_nonneg (by linarith : 0 ≤ (U - J) / 2) hS
  linarith

/-- For `d ≥ 1` and every spin-orbital either empty or filled, the AMF correction is `-(U - J)/2`
times the sum of `N (1 - N / d)` over the two spin populations `N`. -/
theorem correction_of_integer_occupations (hd : 1 ≤ d) (U J : ℝ)
    (n : Fin 2 → Fin d → ℝ) (hn : ∀ s i, n s i = 0 ∨ n s i = 1) :
    correction U J n
      = -((U - J) / 2) * ∑ s, electrons n s * (1 - electrons n s / d) := by
  have hS : ∑ s, ∑ i, n s i * (1 - n s i) = 0 :=
    Finset.sum_eq_zero fun s _ => Finset.sum_eq_zero fun i _ => by
      rcases hn s i with h | h <;> rw [h] <;> norm_num
  rw [correction_eq_population_add_fractional hd, hS, mul_zero, add_zero]

end

end AroundMeanField
```

```lean
#print axioms AroundMeanField.correction_nonpos
#print axioms AroundMeanField.correction_eq_zero_iff
#print axioms AroundMeanField.correction_lower_bound
#print axioms AroundMeanField.correction_of_integer_occupations
```

```
'AroundMeanField.correction_nonpos' depends on axioms: [propext, Classical.choice, Quot.sound]
'AroundMeanField.correction_eq_zero_iff' depends on axioms: [propext, Classical.choice, Quot.sound]
'AroundMeanField.correction_lower_bound' depends on axioms: [propext, Classical.choice, Quot.sound]
'AroundMeanField.correction_of_integer_occupations' depends on axioms: [propext, Classical.choice, Quot.sound]
```

### What the definitions and theorems say

The occupations are a function `n : Fin 2 → Fin d → ℝ`, so `n s i` is $n_{si}$, with spin up at `0` and spin down at `1`. They are arbitrary real numbers unless a theorem restricts them. `electrons n s` is $N_s$.

`interaction` is $E_{\text{int}}$ written as orbital pair sums. The set `univ.erase i` contains all orbitals except `i`, so the equal-spin sum runs over ordered pairs, and the factor `(U - J) / 2` makes each unordered pair cost $U - J$. Besides `U` and `J`, `doubleCounting` takes only the two populations and the number of orbitals, which means that it cannot depend on how the electrons of each spin are distributed over the orbitals. `correction` is the difference of the two energies.

The theorems about the correction all assume `1 ≤ d`:

- `correction_eq` is the identity you asked about, for all real `U` and `J`.
- `correction_nonpos` adds `J ≤ U` and concludes that the correction is at most zero.
- `interaction_uniform` says that occupations `N s / d` have interaction energy `doubleCounting U J d N`, for any real populations `N`.
- `correction_eq_zero_iff` assumes the strict inequality `J < U`, because at $U = J$ the correction vanishes for all occupations.
- `correction_eq_population_add_fractional` is the split into a population term and a fractional-occupation term.
- `correction_lower_bound` assumes `J ≤ U` and occupations in $[0,1]$. `correction_of_integer_occupations` gives equality when each occupation is 0 or 1, with no condition on `U` and `J`.

The model has limits. The interaction is a mean-field one, built from products of occupations. Off-diagonal elements of the occupation matrix are absent, and so are orbital-dependent Coulomb integrals. The parameters $U$ and $J$ are given numbers, not derived from a screened interaction. The sign statement compares energies at given occupations and does not describe how a self-consistent calculation would change them.

### From pair sums to the sign

`sum_distinct_pairs` is the pair count for a single spin channel, with occupations $n_i$ and total $N = \sum_i n_i$. For each orbital, `Finset.add_sum_erase` restores the missing diagonal term, which turns the inner sum into $n_i(N - n_i)$. Summing over $i$ then gives $N^2 - \sum_i n_i^2$.

`sum_sq_deviation` completes the square. Its intermediate statement `key` expands $\sum_i (n_i - m)^2$ for an arbitrary reference value $m$, and the proof then sets $m = N/d$. The one fact needed about division is $d \cdot (N/d) = N$, which is where $d \ge 1$ enters.

In `correction_eq`, the step `hx` factorises the opposite-spin sum. The two lemmas above are applied to each spin channel, `Fin.sum_univ_two` writes the spin sums out as two terms, and `ring` carries out the cancellation. `correction_nonpos` then multiplies a nonpositive prefactor by a nonnegative sum of squares.

For `interaction_uniform`, Lean takes a shorter route than the direct pair count above. Evenly spread occupations have no deviation from their mean, so `correction_eq` makes the correction zero, and the two energies must agree. The step `he` confirms that these occupations do add up to the populations `N`.

The forward direction of `correction_eq_zero_iff` first removes the nonzero prefactor. It then uses twice that a vanishing sum of nonnegative terms vanishes term by term, once over spins and once over orbitals. The reverse direction substitutes the mean into each square.

The population split rewrites $\sum_i n_{si}(1 - n_{si})$ as $N_s - \sum_i n_{si}^2$ in the step `hq` and compares both sides with `ring`. The lower bound follows because each $n_{si}(1 - n_{si})$ is a product of two nonnegative factors. For integer occupations, a case distinction between 0 and 1 shows that each such product is zero.
